# Symmetry of the diagonal blocks alone does not ensure symmetry of the downfolded Hamiltonian

The declaration gives a counterexample with two model states of energies 1 and 3, one remote state of energy 2, and a coupling of 1 from each model state to the remote one. It states that diag(1, −1) commutes with the model block and the 1×1 identity with the remote block, that −1 is the remote resolvent at energy z = 1, and that diag(1, −1) nevertheless fails to commute with the downfolded Hamiltonian `A + B * G * Bᴴ`. The attempt checks the first three claims by direct calculation. For the last it assumes that the two products are equal and compares their entries in row 0, column 1, where it expects a contradiction.

An attempt in Lean 4 with a fault in it:

```lean
import Mathlib

open Matrix

namespace LoewdinFoldingSymmetry

variable {m n : Type*} [Fintype m] [Fintype n] [DecidableEq n]

/-- `G` is the resolvent of the remote block `D` at energy `z`: the two-sided inverse
of `z - D`. -/
def IsResolvent (D : Matrix n n ℂ) (z : ℂ) (G : Matrix n n ℂ) : Prop :=
  (z • (1 : Matrix n n ℂ) - D) * G = 1 ∧ G * (z • (1 : Matrix n n ℂ) - D) = 1

/-- The downfolded Hamiltonian `A + B G B†` on the model states, for a remote
resolvent `G`. -/
def downfolded (A : Matrix m m ℂ) (B : Matrix m n ℂ) (G : Matrix n n ℂ) : Matrix m m ℂ :=
  A + B * G * Bᴴ

/-- Symmetry of the diagonal blocks alone is not enough: here `diag(1, -1)` commutes with
the model block and `1` with the remote block, yet `diag(1, -1)` does not commute with the
downfolded Hamiltonian. -/
theorem coupling_can_break_symmetry :
    (!![1, 0; 0, -1] : Matrix (Fin 2) (Fin 2) ℂ) * !![1, 0; 0, 3] =
      !![1, 0; 0, 3] * !![1, 0; 0, -1] ∧
    (1 : Matrix (Fin 1) (Fin 1) ℂ) * !![2] = !![2] * 1 ∧
    IsResolvent (!![2] : Matrix (Fin 1) (Fin 1) ℂ) 1 !![-1] ∧
    (!![1, 0; 0, -1] : Matrix (Fin 2) (Fin 2) ℂ) *
        downfolded !![1, 0; 0, 3] !![1; 1] (!![-1] : Matrix (Fin 1) (Fin 1) ℂ) ≠
      downfolded !![1, 0; 0, 3] !![1; 1] (!![-1] : Matrix (Fin 1) (Fin 1) ℂ) *
        !![1, 0; 0, -1] := by
  refine ⟨?_, by rw [Matrix.one_mul, Matrix.mul_one], ⟨?_, ?_⟩, ?_⟩
  · ext i j; fin_cases i <;> fin_cases j <;> simp [Matrix.mul_apply, Fin.sum_univ_succ]
  · ext i j; fin_cases i; fin_cases j; norm_num [Matrix.mul_apply]
  · ext i j; fin_cases i; fin_cases j; norm_num [Matrix.mul_apply]
  · intro h
    -- compare the off-diagonal entries
    have h01 := congrFun (congrFun h 0) 1
    norm_num [downfolded, Matrix.mul_apply, Fin.sum_univ_succ] at h01

end LoewdinFoldingSymmetry
```

Lean reports:

```
Main.lean:35:2: error: unsolved goals
case refine_4
h :
  !![1, 0; 0, -1] * downfolded !![1, 0; 0, 3] !![1; 1] !![-1] =
    downfolded !![1, 0; 0, 3] !![1; 1] !![-1] * !![1, 0; 0, -1]
h01 : vecHead (vecTail (![-1] ᵥ* !![1; 1]ᴴ)) = -vecHead (vecTail (![-1] ᵥ* !![1; 1]ᴴ))
⊢ False
```

Diagnosis. The error says that `norm_num` simplified `h01` but did not reach a contradiction, so the goal `False` was left open. What remains equates a number with its own negative. That number is in fact −1, so `h01` is false, but Lean has not evaluated it: it is still an entry of `![-1] ᵥ* !![1; 1]ᴴ`. The simplifier had put the matrix product into row-vector form, with the conjugate transpose still unevaluated inside, and `Matrix.mul_apply` does not apply to a vector-matrix product `ᵥ*`.

The repair first uses `simp only` with a fixed list of lemmas, which keeps the row-vector rewriting out. `Matrix.mul_apply` and `Matrix.add_apply` expand the products and the sum entry by entry, and `conjTranspose_apply` turns each entry of `Bᴴ` into the conjugate of an entry of `B`. The remaining lemmas write out the sums over two indices and over one. `norm_num` then has only explicit entries to evaluate, and finds the contradiction −1 = 1, which closes the goal.

As a diff, the version that Lean accepts:

```diff
@@ -36,5 +36,7 @@
     -- compare the off-diagonal entries
     have h01 := congrFun (congrFun h 0) 1
-    norm_num [downfolded, Matrix.mul_apply, Fin.sum_univ_succ] at h01
+    simp only [downfolded, Matrix.mul_apply, Matrix.add_apply, conjTranspose_apply,
+      Fin.sum_univ_two, Finset.univ_unique, Finset.sum_singleton] at h01
+    norm_num at h01
 
 end LoewdinFoldingSymmetry
```
